# A site excess on one sublattice forces zero modes of a bipartite hopping matrix

Take a finite flake of a honeycomb lattice with one orbital per site, all on-site energies equal to zero, and hopping between nearest neighbours only. The sites fall into two classes, and every hop leads from one class to the other. Now remove an atom from one class of a balanced flake, so that the other class has one site more. Does the flake then have a state at exactly zero energy, and does that state survive if the hopping amplitudes change from bond to bond? It does, and once every hop is known to change the class, the argument needs only the numbers of sites in the two classes.

## Counting zero modes by hand

Let $V$ be a finite set of sites and let each site $i$ carry a colour $c_i$, either true or false. There are $a$ sites coloured true and $b$ coloured false. The hopping matrix $T$ is complex and satisfies

$$T_{ij}=0\quad\text{whenever } c_i=c_j .$$

The case $i=j$ is included, so $T$ has no on-site energies. For a colour $t$, let $Z_t$ be the space of vectors $\psi$ with $T\psi=0$ and $\psi_i=0$ on every site with $c_i\neq t$. The claim is

$$a\le \dim Z_{\text{true}}+b .$$

When $a>b$, this says that there are at least $a-b$ independent zero modes living on the majority class. When $a\le b$ it holds trivially.

Let $s$ be the colour other than $t$, and let $D_{st}$ be the rectangular block of $T$ whose rows are the sites of colour $s$ and whose columns are the sites of colour $t$. If $\psi$ vanishes off colour $t$, then

$$(T\psi)_i=\sum_{j:\,c_j=t}T_{ij}\psi_j .$$

For a site $i$ of colour $t$, every amplitude in this sum is zero. For a site $i$ of colour $s$, the sum is the $i$-th component of $D_{st}\varphi$, where $\varphi$ is the restriction of $\psi$ to colour $t$. Hence $T\psi=0$ exactly when $D_{st}\varphi=0$. Restriction is therefore a linear bijection from $Z_t$ to $\ker D_{st}$, whose inverse extends a vector by zero. With $n_t$ the number of sites of colour $t$, the rank–nullity theorem gives

$$\dim Z_t+\operatorname{rank}D_{st}=n_t .$$

For $t=\text{true}$ the block has $b$ rows, so its rank is at most $b$, and the claim follows. In physical terms, a wavefunction on the majority class has $a$ free amplitudes and must satisfy only $b$ equations.

Hermiticity has not been used so far. If $T$ is Hermitian, then $D_{\text{true},\text{false}}=D_{\text{false},\text{true}}^\dagger$, and the two blocks share a rank $r$. Then $\dim Z_{\text{true}}=a-r$ and $\dim Z_{\text{false}}=b-r$, so

$$\dim Z_{\text{true}}+b=\dim Z_{\text{false}}+a .$$

The difference between the numbers of zero modes on the two colours is thus fixed by counting sites. In particular, $\dim Z_{\text{true}}$ equals $a-b$ exactly when $Z_{\text{false}}$ contains only the zero vector.

Finally, add an on-site potential $v$ that equals $\varepsilon$ on every true site and is arbitrary on the false sites. A vector $\psi\in Z_{\text{true}}$ feels the potential only where it is nonzero, so $(T+\operatorname{diag}v)\psi=\varepsilon\psi$. The zero modes move together to the energy $\varepsilon$.

## What happens without the hypotheses

Consider three sites $0,1,2$ coloured true, false, true, with unit hopping between $0$ and $1$ and between $1$ and $2$. Here $a-b=1$, and $(1,0,-1)/\sqrt2$ is a normalised zero mode. Now add a unit hop between sites $0$ and $2$, which have equal colour. The chain becomes a triangle with eigenvalues $2,-1,-1$, and the zero mode is gone. The bound thus depends on the absence of hopping within a class.

Hermiticity matters for the equality. Take one true site and one false site, in that order, with

$$T=\begin{pmatrix}0&1\\0&0\end{pmatrix}.$$

The first basis vector is a zero mode on the true site, while the false site carries none. The equality would read $1+1=0+1$. The inequality still holds, since $1\le 1+1$.

## Colours, zero modes and hopping blocks in Lean

```lean
import Mathlib

open Matrix Module
open scoped ComplexOrder

namespace ChiralZeroModes

variable {V : Type*} [Fintype V]
```

The type `V` is the set of sites, and `Fintype V` makes it finite. A wavefunction is a function `V → ℂ`, its amplitudes in an orthonormal basis of site orbitals. The setting is a single-particle one: interactions and infinite lattices are not covered.

```lean
/-- Hopping is bipartite when its amplitude vanishes between sites of equal colour. -/
def IsBipartite (T : Matrix V V ℂ) (c : V → Bool) : Prop :=
  ∀ i j, c i = c j → T i j = 0
```

The colouring is a function `c : V → Bool`, and `IsBipartite T c` is the vanishing condition on $T_{ij}$. It says nothing about geometry. Hops of any range are allowed as long as they connect different colours.

```lean
/-- The zero modes on colour `t`: vectors annihilated by the hopping matrix that vanish on
all sites of the other colour. -/
def zeroModes (T : Matrix V V ℂ) (c : V → Bool) (t : Bool) : Submodule ℂ (V → ℂ) where
  carrier := {ψ | T *ᵥ ψ = 0 ∧ ∀ i, c i ≠ t → ψ i = 0}
  add_mem' := by
    rintro x y ⟨hx, hx'⟩ ⟨hy, hy'⟩
    exact ⟨by rw [Matrix.mulVec_add, hx, hy, add_zero],
      fun i hi => by simp [hx' i hi, hy' i hi]⟩
  zero_mem' := ⟨Matrix.mulVec_zero T, fun _ _ => rfl⟩
  smul_mem' := by
    rintro r x ⟨hx, hx'⟩
    exact ⟨by rw [Matrix.mulVec_smul, hx, smul_zero], fun i hi => by simp [hx' i hi]⟩
```

The space $Z_t$ is `zeroModes T c t`. Its carrier states the two conditions, with `T *ᵥ ψ` for the matrix acting on the vector. The remaining fields check that the zero vector satisfies them and that sums and multiples of zero modes are again zero modes, which is what gives the word "dimension" a meaning here.

```lean
/-- The rectangular block of hopping amplitudes from sites of colour `t` to sites of
colour `s`. -/
def hop (T : Matrix V V ℂ) (c : V → Bool) (s t : Bool) :
    Matrix {i // c i = s} {i // c i = t} ℂ :=
  fun i j => T i.1 j.1
```

The block $D_{st}$ is `hop T c s t`. Its rows are indexed by the subtype `{i // c i = s}`, the sites of colour $s$, and its columns by the sites of colour $t$. The second colour is where the particle starts and the first is where it arrives.

## From supported vectors to the rank identity

```lean
/-- On a vector supported on one colour, the hopping matrix acts by a sum over the sites of
that colour. -/
theorem mulVec_of_supported (T : Matrix V V ℂ) (c : V → Bool) (t : Bool) (ψ : V → ℂ)
    (hψ : ∀ i, c i ≠ t → ψ i = 0) (i : V) :
    (T *ᵥ ψ) i = ∑ j : {j // c j = t}, T i j.1 * ψ j.1 := by
  have h : (∑ j : {j // c j = t}, T i j.1 * ψ j.1)
      + ∑ j : {j // ¬ c j = t}, T i j.1 * ψ j.1 = ∑ j, T i j * ψ j :=
    Fintype.sum_subtype_add_sum_subtype (fun j => c j = t) (fun j => T i j * ψ j)
  have h0 : ∑ j : {j // ¬ c j = t}, T i j.1 * ψ j.1 = 0 :=
    Finset.sum_eq_zero (fun j _ => by rw [hψ j.1 j.2, mul_zero])
  rw [h0, add_zero] at h
  exact h.symm
```

This is the first step by hand. The full sum over $j$ splits into the sites of colour $t$ and the rest. In `h0` the rest vanishes term by term because $\psi$ does. Bipartiteness is not needed yet.

```lean
/-- For bipartite hopping, the number of independent zero modes on one colour plus the rank of the
hopping block leaving that colour equals the number of its sites. -/
theorem finrank_zeroModes_add_rank (T : Matrix V V ℂ) (c : V → Bool)
    (hB : IsBipartite T c) {s t : Bool} (hst : s ≠ t) :
    finrank ℂ (zeroModes T c t) + (hop T c s t).rank = Fintype.card {i // c i = t} := by
  have hbool : ∀ x s t : Bool, s ≠ t → x ≠ t → x = s := by decide
  -- restriction to colour `t` identifies zero modes with the kernel of the block
  have e : zeroModes T c t ≃ₗ[ℂ] LinearMap.ker (hop T c s t).mulVecLin :=
    { toFun := fun ψ => ⟨fun j => ψ.1 j.1, by
        obtain ⟨ψ, h1, h2⟩ := ψ
        rw [LinearMap.mem_ker]
        funext i
        have h := congrFun h1 i.1
        rw [mulVec_of_supported T c t ψ h2] at h
        exact h⟩
      invFun := fun φ => ⟨fun i => if h : c i = t then φ.1 ⟨i, h⟩ else 0, by
        have hs : ∀ i, c i ≠ t →
            (fun i => if h : c i = t then φ.1 ⟨i, h⟩ else 0 : V → ℂ) i = 0 :=
          fun i hi => dif_neg hi
        refine ⟨?_, hs⟩
        funext i
        rw [mulVec_of_supported T c t _ hs]
        by_cases hi : c i = t
        · exact Finset.sum_eq_zero
            (fun j _ => by rw [hB i j.1 (hi.trans j.2.symm), zero_mul])
        · have h : ∑ j : {j // c j = t}, T i j.1 * φ.1 j = 0 :=
            congrFun (LinearMap.mem_ker.1 φ.2) ⟨i, hbool _ _ _ hst hi⟩
          refine Eq.trans ?_ h
          refine Finset.sum_congr rfl (fun j _ => ?_)
          simp [j.2]⟩
      map_add' := fun _ _ => rfl
      map_smul' := fun _ _ => rfl
      left_inv := by
        rintro ⟨ψ, h1, h2⟩
        apply Subtype.ext
        funext i
        by_cases hi : c i = t
        · simp [hi]
        · simp [hi, h2 i hi]
      right_inv := by
        intro φ
        apply Subtype.ext
        funext j
        simp [j.2] }
  have h := LinearMap.finrank_range_add_finrank_ker (hop T c s t).mulVecLin
  rw [Module.finrank_fintype_fun_eq_card] at h
  rw [e.finrank_eq, add_comm]
  exact h
```

The statement is $\dim Z_t+\operatorname{rank}D_{st}=n_t$, with `finrank` for the dimension and `Fintype.card {i // c i = t}` for $n_t$. The hypothesis `hst` says that $s$ and $t$ differ.

Most of the proof builds the linear equivalence `e` between $Z_t$ and the kernel of the block. The map `toFun` restricts a zero mode to colour $t$, and the preceding lemma turns $T\psi=0$ into the kernel equation. The map `invFun` extends a kernel vector by zero and must show that the result is annihilated by all of $T$. There the proof splits as the derivation did. On a row of colour $t$ the amplitudes vanish by `hB`, and on any other row the kernel equation applies. The small fact `hbool` records that with only two colours, a site not coloured $t$ is coloured $s$. The fields `left_inv` and `right_inv` confirm that restriction and extension undo each other.

Rank–nullity for the block is `LinearMap.finrank_range_add_finrank_ker`, and `e.finrank_eq` carries the dimension of the kernel over to $Z_t$.

## The bound and the index formula

```lean
/-- Bipartite hopping has at least as many independent zero modes on the first colour as the
excess of its sites over those of the second colour. -/
theorem card_le_finrank_zeroModes_add_card (T : Matrix V V ℂ) (c : V → Bool)
    (hB : IsBipartite T c) :
    Fintype.card {i // c i = true} ≤
      finrank ℂ (zeroModes T c true) + Fintype.card {i // c i = false} := by
  have h := finrank_zeroModes_add_rank T c hB (s := false) (t := true) (by decide)
  have hr := (hop T c false true).rank_le_card_height
  omega
```

This is the claim $a\le\dim Z_{\text{true}}+b$. Writing it with a sum avoids subtraction of natural numbers, which Lean cuts off at zero. The proof combines the rank identity with `rank_le_card_height`, the fact that a rank does not exceed the number of rows. The tactic `omega` does the integer arithmetic. No Hermiticity is assumed. Since the names of the colours are arbitrary, an excess of false sites is treated by exchanging them in `c`.

```lean
/-- For Hermitian bipartite hopping, the difference between the numbers of independent zero
modes on the two colours equals the difference between their numbers of sites. -/
theorem chiral_index (T : Matrix V V ℂ) (c : V → Bool) (hT : T.IsHermitian)
    (hB : IsBipartite T c) :
    finrank ℂ (zeroModes T c true) + Fintype.card {i // c i = false} =
      finrank ℂ (zeroModes T c false) + Fintype.card {i // c i = true} := by
  have h1 := finrank_zeroModes_add_rank T c hB (s := false) (t := true) (by decide)
  have h2 := finrank_zeroModes_add_rank T c hB (s := true) (t := false) (by decide)
  -- Hermiticity makes the two blocks adjoint, so their ranks agree
  have hadj : hop T c true false = (hop T c false true)ᴴ := by
    ext i j
    exact (hT.apply i.1 j.1).symm
  rw [hadj, Matrix.rank_conjTranspose] at h2
  omega
```

Here `hT : T.IsHermitian` enters. The rank identity is used once for each colour, `hadj` shows that the two blocks are adjoint, and `Matrix.rank_conjTranspose` equates their ranks. Eliminating the common rank gives the formula. The word "index" refers to the difference between the kernel dimensions of a matrix and its adjoint. In finite dimension this is fixed by the shape of the matrix, and no topological invariant of a band structure is involved.

```lean
/-- For Hermitian bipartite hopping, the zero modes on the first colour number exactly the
site excess if and only if the second colour carries no nonzero zero mode. -/
theorem bound_saturated_iff (T : Matrix V V ℂ) (c : V → Bool) (hT : T.IsHermitian)
    (hB : IsBipartite T c) :
    finrank ℂ (zeroModes T c true) + Fintype.card {i // c i = false} =
      Fintype.card {i // c i = true} ↔ zeroModes T c false = ⊥ := by
  have h := chiral_index T c hT hB
  rw [← Submodule.finrank_eq_zero (R := ℂ)]
  omega
```

The symbol `⊥` is the subspace containing only zero. The equivalence follows from the index formula once "the subspace is zero" is rewritten as "its dimension is zero". For $a\ge b$ it tells us when counting sites gives the whole number of zero modes on the true sites and when there are additional ones. For $a<b$ both sides of the equivalence are false.

## A level pinned by the potential on the majority class

```lean
/-- For bipartite hopping with an on-site potential equal to `ε` on the first colour and arbitrary
on the second, the eigenspace at energy `ε` has dimension at least the site excess of the first
colour. -/
theorem degeneracy_with_potential [DecidableEq V] (T : Matrix V V ℂ) (c : V → Bool)
    (hB : IsBipartite T c) (v : V → ℝ) (ε : ℝ) (hv : ∀ i, c i = true → v i = ε) :
    Fintype.card {i // c i = true} ≤
      finrank ℂ (End.eigenspace
        (T + Matrix.diagonal (fun i => (v i : ℂ))).mulVecLin (ε : ℂ))
        + Fintype.card {i // c i = false} := by
  have hle : zeroModes T c true ≤ End.eigenspace
      (T + Matrix.diagonal (fun i => (v i : ℂ))).mulVecLin (ε : ℂ) := by
    rintro ψ ⟨h1, h2⟩
    rw [End.mem_eigenspace_iff, Matrix.mulVecLin_apply, Matrix.add_mulVec, h1, zero_add]
    funext i
    rw [Matrix.mulVec_diagonal, Pi.smul_apply, smul_eq_mul]
    -- the potential is felt only where the mode lives
    by_cases hi : c i = true
    · rw [hv i hi]
    · rw [h2 i hi, mul_zero, mul_zero]
  have h := card_le_finrank_zeroModes_add_card T c hB
  have hm := Submodule.finrank_mono hle
  omega
```

The potential `v` and the energy `ε` are real and are converted to complex numbers inside the matrix. The condition `hv` fixes the potential only on the true sites. Physically it says that all majority sites are equivalent as far as their on-site energy is concerned, while impurities or fields may act on the minority sites.

The proof shows in `hle` that every zero mode on the true colour lies in the eigenspace at `ε`. On a true site the potential is `ε`, and on a false site both sides of the eigenvalue equation are zero. A subspace has at most the dimension of the space that contains it, so the earlier bound carries over. For a Kohn–Sham Hamiltonian on a finite lattice whose hopping only connects different classes, with the potential constant on the majority class, this means a level of degeneracy at least $a-b$ whenever $a>b$. If such a degenerate level is only partly filled, the aufbau rule alone does not select which orbitals within it are occupied.

## The three-site chain

```lean
/-- The hopping matrix of an open chain of three sites. -/
def chain : Matrix (Fin 3) (Fin 3) ℂ := !![0, 1, 0; 1, 0, 1; 0, 1, 0]

/-- The three-site chain with alternating colours is Hermitian and bipartite, and the vector
`(1, 0, -1)` is a zero mode on the colour of the end sites. -/
theorem chain_witness :
    chain.IsHermitian ∧ IsBipartite chain ![true, false, true] ∧
      ![1, 0, -1] ∈ zeroModes chain ![true, false, true] true := by
  refine ⟨?_, ?_, ?_, ?_⟩
  · ext i j
    fin_cases i <;> fin_cases j <;> simp [chain]
  · intro i j
    fin_cases i <;> fin_cases j <;> simp [chain]
  · ext i
    fin_cases i <;> simp [chain, Matrix.mulVec, dotProduct, Fin.sum_univ_succ]
  · intro i
    fin_cases i <;> simp

end ChiralZeroModes
```

The matrix `chain` is the open chain considered above, and `![true, false, true]` is its colouring. The theorem checks Hermiticity, bipartiteness and both conditions for membership in the space of zero modes, entry by entry. The vector in the code is unnormalised; its norm is $\sqrt2$. By hand, the block from the end sites to the middle one is the single row $(1\;\;1)$ of rank 1. Hence $\dim Z_{\text{true}}=2-1=1$ and $\dim Z_{\text{false}}=1-1=0$, so the bound is saturated.

```lean
#print axioms ChiralZeroModes.card_le_finrank_zeroModes_add_card
#print axioms ChiralZeroModes.bound_saturated_iff
#print axioms ChiralZeroModes.degeneracy_with_potential
```

```
'ChiralZeroModes.card_le_finrank_zeroModes_add_card' depends on axioms: [propext, Classical.choice, Quot.sound]
'ChiralZeroModes.bound_saturated_iff' depends on axioms: [propext, Classical.choice, Quot.sound]
'ChiralZeroModes.degeneracy_with_potential' depends on axioms: [propext, Classical.choice, Quot.sound]
```

## Zero modes in a numerical calculation

In a tight-binding code, the majority zero modes can be computed from the block $D_{\text{false},\text{true}}$ alone. A singular value decomposition gives its numerical rank $r$, and the $a-r$ right singular vectors that belong to no nonzero singular value, extended by zero to the false sites, span $Z_{\text{true}}$. The full set of right singular vectors is needed, because a reduced decomposition omits some of them when $a>b$.

Diagonalising the full Hermitian $T$ offers a check on its assembly. When $a>b$, at least $a-b$ eigenvalues must vanish up to rounding error. If fewer do, the matrix contains a term between sites of equal colour, such as a second-neighbour hop or an on-site energy, or the sites have been coloured wrongly.
